# A ground state is the vacuum of its non-interacting positive-energy quasiparticles

Let K be a self-adjoint operator on a finite-dimensional complex inner-product space, and let b be an operator with

b b† + b† b = 1 and K b − b K = −E b, where E > 0.

If ψ is a unit vector belonging to the lowest eigenvalue E₀ of K, then

b ψ = 0, ‖b† ψ‖ = 1 and K b† ψ = (E₀ + E) b† ψ.

In the Bogoliubov theory of paired fermions K is the mean-field Hamiltonian, usually with the chemical-potential term included, and b annihilates a quasiparticle. The lowest eigenvalue is taken over the whole space on which b acts, which there contains states of both even and odd particle number; the lowest state at a prescribed number parity need not be the vacuum. For such a non-interacting quasiparticle model in finite dimension, the result identifies E as an excitation energy above the ground state.

The development treats a family of modes b_k with energies E_k. The space is `V`, and the mode labels form a type `ι`. Mathlib's `adjoint` plays the role of the dagger.

In Lean 4 with Mathlib:

```lean
import Mathlib

open Matrix
open LinearMap (adjoint)

namespace QuasiparticleVacuum

noncomputable section

variable {V ι : Type*} [NormedAddCommGroup V] [InnerProductSpace ℂ V]
  [FiniteDimensional ℂ V] [DecidableEq ι]
```

## The algebra of the modes

Three conditions define the setting. The Hamiltonian is self-adjoint, which the field `symm` expresses as ⟨K x, y⟩ = ⟨x, K y⟩ for all x and y. Annihilators and creators satisfy the mixed anticommutation relations

b_j b_k† + b_k† b_j = δ_jk,

which are the field `car`. Finally, `lowers` says that

K b_k − b_k K = −E_k b_k.

This last condition is assumed, not derived from a microscopic Hamiltonian. Physically, it says that removing a quasiparticle from mode k changes the energy by −E_k whatever the other modes contain, so the quasiparticles do not interact. A Bogoliubov transformation that diagonalises a quadratic fermion Hamiltonian supplies operators of this kind. The relation b_j b_k + b_k b_j = 0 also holds for fermions, but the arguments below do not need it and the structure does not ask for it.

The energies E_k are real and may have either sign. In the code the product of two operators is the composition `∘ₗ`, and the real number E_k is cast to a complex scalar before it multiplies an operator.

```lean
/-- Quasiparticle modes `b k` of energy `E k` for a self-adjoint Hamiltonian `K`: annihilators and
creators obey the mixed anticommutation relations, and `[K, b k] = -E k b k`. -/
structure QuasiparticleModes (K : V →ₗ[ℂ] V) (b : ι → V →ₗ[ℂ] V) (E : ι → ℝ) : Prop where
  symm : K.IsSymmetric
  car : ∀ j k, b j ∘ₗ adjoint (b k) + adjoint (b k) ∘ₗ b j = if j = k then LinearMap.id else 0
  lowers : ∀ k, K ∘ₗ b k - b k ∘ₗ K = (-(E k : ℂ)) • b k
```

A ground state is a unit vector ψ with K ψ = E₀ ψ, such that no nonzero eigenvector has an eigenvalue below E₀. Considering only real eigenvalues μ loses nothing, because K is self-adjoint. The ground state may be degenerate: the definition selects one unit vector from the lowest eigenspace and does not require that eigenspace to be one-dimensional.

```lean
/-- A unit eigenvector `ψ` of `K` whose eigenvalue `E0` is the lowest one. -/
structure IsGroundState (K : V →ₗ[ℂ] V) (E0 : ℝ) (ψ : V) : Prop where
  unit : ‖ψ‖ = 1
  eigen : K ψ = (E0 : ℂ) • ψ
  lowest : ∀ (μ : ℝ) (φ : V), φ ≠ 0 → K φ = (μ : ℂ) • φ → E0 ≤ μ
```

For several excitations, a list of labels records which creators act. For the list [k₁, k₂, …, kₙ] the resulting vector, which can be zero if a label is repeated, is

b_k₁† b_k₂† … b_kₙ† ψ,

so the last entry acts first. The empty list returns ψ itself.

```lean
/-- The vector obtained from `ψ` by applying the creator `adjoint (b k)` for each entry `k` of the
list, the last entry first. -/
def excite (b : ι → V →ₗ[ℂ] V) (l : List ι) (ψ : V) : V :=
  l.foldr (fun k φ => adjoint (b k) φ) ψ
```

## Moving up and down in energy

Suppose K φ = ε φ. Applying the commutator to φ gives

K b_k φ = b_k K φ − E_k b_k φ = (ε − E_k) b_k φ.

The vector b_k φ therefore satisfies the eigenvalue equation at ε − E_k. It may be zero, in which case the equation carries no information about the spectrum. The theorem accordingly asserts the equation and not that b_k φ is an eigenvector.

In the proof, `LinearMap.congr_fun` evaluates the operator identity at φ, and `module` collects the scalar factors.

```lean
variable {K : V →ₗ[ℂ] V} {b : ι → V →ₗ[ℂ] V} {E : ι → ℝ} {E0 : ℝ} {ψ : V}

/-- Acting on a state of energy `ε`, the annihilator `b k` gives a vector satisfying the
eigenvalue equation with energy `ε - E k`. -/
theorem annihilate_energy (h : QuasiparticleModes K b E) (k : ι) {ε : ℝ} {φ : V}
    (hφ : K φ = (ε : ℂ) • φ) : K (b k φ) = ((ε - E k : ℝ) : ℂ) • b k φ := by
  have h1 := LinearMap.congr_fun (h.lowers k) φ
  simp only [LinearMap.sub_apply, LinearMap.comp_apply, LinearMap.smul_apply, hφ,
    map_smul] at h1
  rw [sub_eq_iff_eq_add.1 h1, Complex.ofReal_sub]
  module
```

For the creator, take an arbitrary vector v and move the operators to the left slot of the inner product. Self-adjointness of K and the definition of the adjoint give

⟨v, K b_k† φ⟩ = ⟨K v, b_k† φ⟩ = ⟨b_k K v, φ⟩.

The commutator, rearranged as b_k K = K b_k + E_k b_k, turns the right-hand side into

⟨K b_k v, φ⟩ + E_k ⟨b_k v, φ⟩ = ⟨b_k v, K φ⟩ + E_k ⟨b_k v, φ⟩ = (ε + E_k) ⟨v, b_k† φ⟩.

Here E_k leaves the left slot without change because it is real. Since v was arbitrary,

K b_k† φ = (ε + E_k) b_k† φ.

The lemma `ext_inner_left` introduces the test vector v, and `hv` is the rearranged commutator applied to it. The same result follows from taking the adjoint of the whole commutator relation; the version with inner products does this one matrix element at a time.

```lean
/-- Acting on a state of energy `ε`, the creator of mode `k` gives a vector satisfying the
eigenvalue equation with energy `ε + E k`. -/
theorem create_energy (h : QuasiparticleModes K b E) (k : ι) {ε : ℝ} {φ : V}
    (hφ : K φ = (ε : ℂ) • φ) :
    K (adjoint (b k) φ) = ((ε + E k : ℝ) : ℂ) • adjoint (b k) φ := by
  -- test against an arbitrary vector and move the operators to the left slot
  refine ext_inner_left ℂ fun v => ?_
  have hv : b k (K v) = K (b k v) + (E k : ℂ) • b k v := by
    have h1 := LinearMap.congr_fun (h.lowers k) v
    simp only [LinearMap.sub_apply, LinearMap.comp_apply, LinearMap.smul_apply] at h1
    rw [sub_eq_iff_eq_add.1 h1]
    module
  rw [← h.symm v (adjoint (b k) φ), LinearMap.adjoint_inner_right, hv, inner_add_left,
    h.symm (b k v) φ, hφ]
  simp only [inner_smul_right, inner_smul_left, LinearMap.adjoint_inner_right,
    Complex.conj_ofReal, Complex.ofReal_add]
  ring
```

## How one mode divides the norm

Set j = k in the anticommutation relation, apply it to φ and take the inner product with φ:

⟨φ, b_k b_k† φ⟩ + ⟨φ, b_k† b_k φ⟩ = ⟨φ, φ⟩.

Moving one operator to the left slot in each term gives

‖b_k† φ‖² + ‖b_k φ‖² = ‖φ‖².

For a unit vector, ‖b_k φ‖² is the expectation value of b_k† b_k. For fermion modes, which also satisfy b_k² = 0, this is the probability that mode k is occupied, and ‖b_k† φ‖² is the probability that it is empty. The equations `e1` and `e2` in the proof are the two moves to the left slot. Real parts are then taken because Mathlib's inner product is complex-valued while the norms are real.

```lean
/-- The weights of a state after annihilation and after creation in one mode add up to its
squared norm. -/
theorem norm_sq_split (h : QuasiparticleModes K b E) (k : ι) (φ : V) :
    ‖b k φ‖ ^ 2 + ‖adjoint (b k) φ‖ ^ 2 = ‖φ‖ ^ 2 := by
  have h1 := LinearMap.congr_fun (h.car k k) φ
  simp only [↓reduceIte, LinearMap.add_apply, LinearMap.comp_apply, LinearMap.id_apply] at h1
  have n (x : V) : ‖x‖ ^ 2 = (inner ℂ x x).re := (inner_self_eq_norm_sq (𝕜 := ℂ) x).symm
  have e1 : inner ℂ φ (b k (adjoint (b k) φ)) = inner ℂ (adjoint (b k) φ) (adjoint (b k) φ) :=
    (LinearMap.adjoint_inner_left _ _ _).symm
  have e2 : inner ℂ φ (adjoint (b k) (b k φ)) = inner ℂ (b k φ) (b k φ) :=
    LinearMap.adjoint_inner_right _ _ _
  have h2 := congrArg (fun x => (inner ℂ φ x).re) h1
  simp only [inner_add_right, e1, e2, Complex.add_re] at h2
  rw [n (b k φ), n (adjoint (b k) φ), n φ]
  linarith
```

## Why the ground state is empty

Let E_k > 0. The lowering step with φ = ψ and ε = E₀ gives

K b_k ψ = (E₀ − E_k) b_k ψ.

If b_k ψ were nonzero, it would be an eigenvector with an eigenvalue below E₀, contrary to the choice of E₀. Hence b_k ψ = 0. The division of the norm then reads

0 + ‖b_k† ψ‖² = 1,

so b_k† ψ has norm 1 and needs no further normalisation. The raising step supplies its energy, E₀ + E_k.

The theorem states these three conclusions together. In its proof, `by_contra` introduces the supposed nonzero vector and `linarith` finds the contradiction between E₀ ≤ E₀ − E_k and E_k > 0. Only the mode under consideration needs positive energy; the others may have any sign.

```lean
/-- The ground state contains no quasiparticle of positive energy `E k`, and creating one gives a
unit eigenvector of energy `E0 + E k`. -/
theorem ground_state_is_vacuum (h : QuasiparticleModes K b E) (hψ : IsGroundState K E0 ψ)
    (k : ι) (hE : 0 < E k) :
    b k ψ = 0 ∧ ‖adjoint (b k) ψ‖ = 1 ∧
      K (adjoint (b k) ψ) = ((E0 + E k : ℝ) : ℂ) • adjoint (b k) ψ := by
  -- a nonzero `b k ψ` would lie below the ground state
  have h0 : b k ψ = 0 := by
    by_contra hne
    have := hψ.lowest _ _ hne (annihilate_energy h k hψ.eigen)
    linarith
  refine ⟨h0, ?_, create_energy h k hψ.eigen⟩
  have h1 := norm_sq_split h k ψ
  rw [h0, hψ.unit, norm_zero] at h1
  nlinarith [norm_nonneg (adjoint (b k) ψ)]
```

If E_k < 0, the two operators exchange roles. Now b_k† ψ would have energy E₀ + E_k < E₀, so it must vanish. The division of the norm gives ‖b_k ψ‖ = 1, and the energy of b_k ψ is E₀ − E_k = E₀ + |E_k|. The mode is filled in the ground state, and removing its quasiparticle costs a positive energy. This is the usual particle-hole relabelling: exchanging b_k and b_k† makes the energy of this mode positive. For the relabelled family to obey the mixed relations again, b_k must also anticommute with the annihilators of the other modes; fermion modes do so, but the structure does not assume it.

For E_k = 0 neither argument applies, since both b_k ψ and b_k† ψ satisfy the eigenvalue equation at E₀ itself. Neither theorem covers that case.

```lean
/-- For a mode of negative energy the ground state is filled: creation gives zero, and
annihilation gives a unit eigenvector of energy `E0 - E k`. -/
theorem negative_mode_filled (h : QuasiparticleModes K b E) (hψ : IsGroundState K E0 ψ)
    (k : ι) (hE : E k < 0) :
    adjoint (b k) ψ = 0 ∧ ‖b k ψ‖ = 1 ∧ K (b k ψ) = ((E0 - E k : ℝ) : ℂ) • b k ψ := by
  have h0 : adjoint (b k) ψ = 0 := by
    by_contra hne
    have := hψ.lowest _ _ hne (create_energy h k hψ.eigen)
    linarith
  refine ⟨h0, ?_, annihilate_energy h k hψ.eigen⟩
  have h1 := norm_sq_split h k ψ
  rw [h0, hψ.unit, norm_zero] at h1
  nlinarith [norm_nonneg (b k ψ)]
```

## Several quasiparticles at once

Assume now that every E_k is positive, and let l be a list of distinct labels. Write φ for the state obtained from ψ by creating the quasiparticles in l. Three properties hold together:

b_k φ = 0 for every k not in l,

‖φ‖ = 1,

K φ = (E₀ + Σ_{k in l} E_k) φ.

For the empty list they are the vacuum property, normalisation and eigenvalue equation of ψ. Suppose they hold for l, and let j be a label not in l. The new state is b_j† φ. If k differs from j and is not in l, the mixed anticommutator gives

b_k b_j† φ = −b_j† b_k φ = 0,

so mode k remains empty. Mode j was empty in φ, so the division of the norm gives

‖b_j† φ‖² = ‖φ‖² − ‖b_j φ‖² = 1.

The raising step adds E_j to the energy, which completes the induction.

The hypothesis `l.Nodup` says that the labels are distinct, and `(l.map E).sum` is the sum of their energies. The `nil` and `cons` cases of the proof are the empty list and the addition of j. The statement about empty modes is part of the induction because the norm of the next state depends on it. The theorem gives eigenvectors with additive energies; it does not say that they span `V`, so K may have further eigenvalues.

```lean
/-- If all mode energies are positive, creating quasiparticles in distinct modes on the ground
state gives a unit eigenvector whose energy is `E0` plus the sum of the mode energies; every
other mode stays empty. -/
theorem excitation_spectrum (h : QuasiparticleModes K b E) (hψ : IsGroundState K E0 ψ)
    (hE : ∀ k, 0 < E k) (l : List ι) (hl : l.Nodup) :
    (∀ k, k ∉ l → b k (excite b l ψ) = 0) ∧ ‖excite b l ψ‖ = 1 ∧
      K (excite b l ψ) = ((E0 + (l.map E).sum : ℝ) : ℂ) • excite b l ψ := by
  induction l with
  | nil =>
    refine ⟨fun k _ => (ground_state_is_vacuum h hψ k (hE k)).1, hψ.unit, ?_⟩
    simpa [excite] using hψ.eigen
  | cons j l ih =>
    obtain ⟨hj, hl'⟩ := List.nodup_cons.1 hl
    obtain ⟨hvac, hunit, heig⟩ := ih hl'
    have hcons : excite b (j :: l) ψ = adjoint (b j) (excite b l ψ) := rfl
    rw [hcons]
    refine ⟨fun k hk => ?_, ?_, ?_⟩
    · -- move `b k` past the creator of the different mode `j`
      have hkj : k ≠ j := fun e => hk (by simp [e])
      have hkl : k ∉ l := fun e => hk (List.mem_cons_of_mem _ e)
      have h1 := LinearMap.congr_fun (h.car k j) (excite b l ψ)
      rw [if_neg hkj] at h1
      simpa only [LinearMap.add_apply, LinearMap.comp_apply, hvac k hkl, map_zero, add_zero,
        LinearMap.zero_apply] using h1
    · have h1 := norm_sq_split h j (excite b l ψ)
      rw [hvac j hj, hunit, norm_zero] at h1
      nlinarith [norm_nonneg (adjoint (b j) (excite b l ψ))]
    · rw [create_energy h j heig, List.map_cons, List.sum_cons]
      congr 2
      ring
```

## Two paired levels

A small pairing model shows that the mode relations can be realised with a Hamiltonian that does not conserve particle number. Let c₁ and c₂ annihilate two fermion modes, and take

K = 7 (c₁† c₁ + c₂† c₂) + 24 (c₁† c₂† + c₂ c₁).

The basis is ordered as |0⟩, c₂†|0⟩, c₁†|0⟩, c₁† c₂†|0⟩. The numbers 7 and 24 are a level energy and a pairing amplitude in arbitrary units, chosen so that the quasiparticle energy is an integer:

√(7² + 24²) = 25.

```lean
/-- Pairing Hamiltonian of two fermion modes in the basis empty, second, first, both occupied:
level energy 7 and pairing amplitude 24. -/
def pairK : Matrix (Fin 4) (Fin 4) ℂ :=
  !![0, 0, 0, 24; 0, 7, 0, 0; 0, 0, 7, 0; 24, 0, 0, 14]
```

With u = 4/5 and v = 3/5, so that u² + v² = 1, the Bogoliubov annihilators are

b₀ = u c₁ + v c₂† and b₁ = u c₂ − v c₁†.

The indices 0 and 1 are those of `Fin 2`. The minus signs in the matrices come from the second combination and from the order of the creators in the doubly occupied basis state.

```lean
/-- Two Bogoliubov annihilators mixing particle and hole with amplitudes 4/5 and 3/5. -/
def pairB : Fin 2 → Matrix (Fin 4) (Fin 4) ℂ :=
  ![!![0, 0, 4/5, 0; 3/5, 0, 0, 4/5; 0, 0, 0, 0; 0, 0, -3/5, 0],
    !![0, 4/5, 0, 0; 0, 0, 0, 0; -3/5, 0, 0, -4/5; 0, -3/5, 0, 0]]
```

For j = k, the anticommutator is u² + v² = 1. For j ≠ k, the fermion relations for c₁ and c₂ make it vanish. In the code the identity is checked for the matrices entry by entry: `fin_cases` runs through the two mode labels and the matrix positions, and arithmetic settles each case.

```lean
set_option maxHeartbeats 400000 in
/-- The matrices `pairB` obey the mixed anticommutation relations. -/
theorem pairB_car (j k : Fin 2) :
    pairB j * (pairB k)ᴴ + (pairB k)ᴴ * pairB j = if j = k then 1 else 0 := by

  ext a c
  simp only [Matrix.add_apply, Matrix.mul_apply, Matrix.conjTranspose_apply, Fin.sum_univ_four]
  fin_cases j <;> fin_cases k <;> fin_cases a <;> fin_cases c <;>
    simp [pairB] <;> norm_num
```

The commutators of K with the two operators in b₀ are

[K, c₁] = −7 c₁ − 24 c₂† and [K, c₂†] = −24 c₁ + 7 c₂†.

Combining them with weights u and v gives

[K, b₀] = −(7u + 24v) c₁ − (24u − 7v) c₂† = −20 c₁ − 15 c₂† = −25 b₀.

The calculation for b₁ is analogous. The matrix check again goes through all entries.

```lean
set_option maxHeartbeats 400000 in
/-- Each matrix `pairB k` lowers the energy of the pairing Hamiltonian by 25. -/
theorem pairB_lowers (k : Fin 2) :
    pairK * pairB k - pairB k * pairK = (-((25 : ℝ) : ℂ)) • pairB k := by
  ext a c
  simp only [Matrix.sub_apply, Matrix.mul_apply, Matrix.smul_apply, Fin.sum_univ_four]
  fin_cases k <;> fin_cases a <;> fin_cases c <;> simp [pairK, pairB] <;> norm_num
```

It remains to pass from matrices to operators on the four-dimensional Euclidean space. `toEuclideanLin` turns a matrix into the corresponding linear map, `hmul` identifies matrix products with compositions, and the conjugate transpose becomes the adjoint. Hermiticity of `pairK` gives the symmetry condition. The result is an instance of `QuasiparticleModes` with both energies equal to 25.

A direct calculation, left outside the code, gives the ground state as (4|0⟩ − 3 c₁† c₂†|0⟩)/5 with energy −18. It is a superposition of the empty and the paired configuration, although it contains no quasiparticles.

```lean
/-- The pairing Hamiltonian `pairK` has the two quasiparticle modes `pairB` of energy 25. -/
theorem quasiparticleModes_witness :
    QuasiparticleModes (toEuclideanLin pairK) (fun k => toEuclideanLin (pairB k))
      (fun _ => 25) := by
  have hop (M : Matrix (Fin 4) (Fin 4) ℂ) (x : EuclideanSpace ℂ (Fin 4)) :
      toEuclideanLin M x = WithLp.toLp 2 (M *ᵥ x.ofLp) := rfl
  have hmul (M N : Matrix (Fin 4) (Fin 4) ℂ) :
      toEuclideanLin (M * N) = toEuclideanLin M ∘ₗ toEuclideanLin N :=
    LinearMap.ext fun x => by simp only [LinearMap.comp_apply, hop, Matrix.mulVec_mulVec]
  have hherm : pairK.IsHermitian := by
    ext a c
    fin_cases a <;> fin_cases c <;> simp [pairK]
  refine ⟨isSymmetric_toEuclideanLin_iff.2 hherm, fun j k => ?_, fun k => ?_⟩
  · -- carry the matrix identities over to operators
    have e := congrArg toEuclideanLin (pairB_car j k)
    rw [map_add, hmul, hmul, Matrix.toEuclideanLin_conjTranspose_eq_adjoint] at e
    refine e.trans ?_
    split_ifs
    · exact LinearMap.ext fun x => by simp only [hop, Matrix.one_mulVec, LinearMap.id_apply]
    · exact map_zero _
  · have e := congrArg toEuclideanLin (pairB_lowers k)
    rw [map_sub, hmul, hmul, map_smul] at e
    exact e

end

end QuasiparticleVacuum
```

```lean
#print axioms QuasiparticleVacuum.ground_state_is_vacuum
#print axioms QuasiparticleVacuum.negative_mode_filled
#print axioms QuasiparticleVacuum.excitation_spectrum
```

```
'QuasiparticleVacuum.ground_state_is_vacuum' depends on axioms: [propext, Classical.choice, Quot.sound]
'QuasiparticleVacuum.negative_mode_filled' depends on axioms: [propext, Classical.choice, Quot.sound]
'QuasiparticleVacuum.excitation_spectrum' depends on axioms: [propext, Classical.choice, Quot.sound]
```
